# The inverse-mass series for the free relativistic energy diverges for momentum above the mass

For $m>0$ and real $p$ with $|p|>m$, the terms $\binom{1/2}{k}(p/m)^{2k}$ grow without bound in absolute value, so the inverse-mass series for $\sqrt{p^2+m^2}$ diverges, although the energy itself is finite. This is the energy in the Foldy–Wouthuysen-transformed free Dirac Hamiltonian, with $c=1$. Can the claim be made rigorous and machine-checked, including what happens at $|p|=m$?

## Convergence exactly when $|p|\le m$

Yes. The partial sums converge if and only if $|p|\le m$, endpoint included, and the sum is then $\sqrt{p^2+m^2}$.

Write $b_k=\binom{1/2}{k}=\frac{1}{k!}\prod_{j=0}^{k-1}(\tfrac12-j)$ and $x=(p/m)^2$. The series is $m\sum_k b_kx^k$, and the definition gives
$$(k+1)\,b_{k+1}=(\tfrac12-k)\,b_k .$$
Hence $|b_1|=\tfrac12$ and $(k+2)|b_{k+2}|=(k+\tfrac12)|b_{k+1}|$ for $k\ge0$.

**Growth for $|p|>m$.** Let $q_k=2(k+1)^2|b_{k+1}|$. Then $q_0=1$, and
$$q_{k+1}=2(k+2)(k+\tfrac12)|b_{k+1}|\ge q_k,$$
because $(k+2)(k+\tfrac12)=k^2+\tfrac52k+1\ge(k+1)^2$. So $|b_k|\ge 1/(2k^2)$ for $k\ge1$, and $|b_k|x^k\ge x^k/(2k^2)\to\infty$ when $x>1$. Convergent partial sums would have differences $m\,b_kx^k$ tending to zero, so the series diverges.

**Absolute convergence for $|p|\le m$.** By induction,
$$\sum_{k=0}^{n-1}|b_{k+1}|=1-2(n+1)|b_{n+1}|\le1.$$
Both sides vanish at $n=0$. The step holds because $2(n+1)|b_{n+1}|-2(n+2)|b_{n+2}|=|b_{n+1}|$. Thus $\sum_k b_kx^k$ converges absolutely for $|x|\le1$.

**The value of the sum.** Its square has coefficients $c_n=\sum_{i+j=n}b_ib_j$. Exchanging $i$ and $j$ gives $n\,c_n=2\sum_{i+j=n}i\,b_ib_j$, so
$$(n+1)c_{n+1}=2\sum_{i+j=n}(i+1)b_{i+1}b_j=2\sum_{i+j=n}(\tfrac12-i)b_ib_j=(1-n)c_n .$$
With $c_0=1$ this yields $c_1=1$ and $c_n=0$ for $n\ge2$, so the square is $1+x$. The sum is at least $1-\sum_k|b_{k+1}|\ge0$, so it is the nonnegative root $\sqrt{1+x}$. Finally, $m\sqrt{1+p^2/m^2}=\sqrt{p^2+m^2}$.

```lean
import Mathlib

open Filter Topology Finset

namespace InverseMassExpansion

noncomputable section

/-- The binomial coefficient `binom(1/2, k)`, as a falling product over `k!`. -/
def halfBinom (k : ℕ) : ℝ :=
  (∏ j ∈ range k, (1 / 2 - (j : ℝ))) / (k.factorial : ℝ)

/-- The coefficient of order `n` in the square of the series with coefficients
`binom(1/2, k)`. -/
def halfConv (n : ℕ) : ℝ :=
  ∑ ij ∈ antidiagonal n, halfBinom ij.1 * halfBinom ij.2

/-- The relativistic energy of a free particle of mass `m` and momentum `p`, with `c = 1`. -/
def freeEnergy (m p : ℝ) : ℝ := Real.sqrt (p ^ 2 + m ^ 2)

/-- The term of order `k` in the inverse-mass expansion of the free energy. -/
def inverseMassTerm (m p : ℝ) (k : ℕ) : ℝ :=
  m * (halfBinom k * (p / m) ^ (2 * k))

/-- The recursion linking successive expansion coefficients. -/
theorem halfBinom_succ (k : ℕ) :
    ((k : ℝ) + 1) * halfBinom (k + 1) = (1 / 2 - (k : ℝ)) * halfBinom k := by
  have h : (k.factorial : ℝ) ≠ 0 := by positivity
  have h' : (k : ℝ) + 1 ≠ 0 := by positivity
  unfold halfBinom
  rw [prod_range_succ, Nat.factorial_succ]
  push_cast
  rw [mul_div_assoc', mul_div_assoc', div_eq_div_iff (mul_ne_zero h' h) h]
  ring

private lemma halfBinom_zero : halfBinom 0 = 1 := by simp [halfBinom]

private lemma abs_one : |halfBinom (0 + 1)| = 1 / 2 := by
  have h : halfBinom (0 + 1) = 1 / 2 := by norm_num [halfBinom]
  rw [h]
  norm_num

private lemma abs_succ (k : ℕ) :
    ((k : ℝ) + 1 + 1) * |halfBinom (k + 1 + 1)| = ((k : ℝ) + 1 / 2) * |halfBinom (k + 1)| := by
  have hk : (0 : ℝ) ≤ k := k.cast_nonneg
  have h := halfBinom_succ (k + 1)
  push_cast at h
  have h2 := congrArg (fun y : ℝ => |y|) h
  simp only [abs_mul] at h2
  rw [abs_of_pos (by positivity : (0 : ℝ) < (k : ℝ) + 1 + 1),
    abs_of_neg (by linarith : 1 / 2 - ((k : ℝ) + 1) < 0)] at h2
  linarith

/-- An exact formula for the partial sums of the absolute coefficients beyond order zero. -/
theorem sum_abs_halfBinom (n : ℕ) :
    ∑ k ∈ range n, |halfBinom (k + 1)| = 1 - 2 * ((n : ℝ) + 1) * |halfBinom (n + 1)| := by
  induction n with
  | zero => rw [sum_range_zero, abs_one]; norm_num
  | succ n ih =>
    rw [sum_range_succ, ih]
    have := abs_succ n
    push_cast
    linarith

/-- The coefficients decay no faster than an inverse square of the order. -/
theorem halfBinom_lower_bound (k : ℕ) :
    1 ≤ 2 * ((k : ℝ) + 1) ^ 2 * |halfBinom (k + 1)| := by
  induction k with
  | zero => rw [abs_one]; norm_num
  | succ k ih =>
    have e : 2 * ((k : ℝ) + 1 + 1) ^ 2 * |halfBinom (k + 1 + 1)|
        = 2 * ((k : ℝ) + 1 + 1) * (((k : ℝ) + 1 / 2) * |halfBinom (k + 1)|) := by
      rw [← abs_succ]; ring
    push_cast
    rw [e]
    nlinarith [mul_nonneg (k.cast_nonneg : (0 : ℝ) ≤ k) (abs_nonneg (halfBinom (k + 1)))]

private lemma weighted (n : ℕ) :
    (n : ℝ) * halfConv n
      = 2 * ∑ ij ∈ antidiagonal n, (ij.1 : ℝ) * (halfBinom ij.1 * halfBinom ij.2) := by
  have hs : ∑ ij ∈ antidiagonal n, (ij.2 : ℝ) * (halfBinom ij.1 * halfBinom ij.2)
      = ∑ ij ∈ antidiagonal n, (ij.1 : ℝ) * (halfBinom ij.1 * halfBinom ij.2) := by
    rw [← Finset.Nat.sum_antidiagonal_swap]
    refine sum_congr rfl fun ij _ => ?_
    simp only [Prod.fst_swap, Prod.snd_swap]
    ring
  rw [two_mul]
  nth_rewrite 2 [← hs]
  rw [halfConv, mul_sum, ← sum_add_distrib]
  refine sum_congr rfl fun ij h => ?_
  have h' : (ij.1 : ℝ) + ij.2 = n := by exact_mod_cast mem_antidiagonal.mp h
  rw [← h']
  ring

/-- The recursion for the coefficients of the squared series. -/
theorem halfConv_succ (n : ℕ) :
    ((n : ℝ) + 1) * halfConv (n + 1) = (1 - (n : ℝ)) * halfConv n := by
  have h1 := weighted (n + 1)
  have h2 := weighted n
  have h3 : ∑ ij ∈ antidiagonal (n + 1), (ij.1 : ℝ) * (halfBinom ij.1 * halfBinom ij.2)
      = 1 / 2 * halfConv n
        - ∑ ij ∈ antidiagonal n, (ij.1 : ℝ) * (halfBinom ij.1 * halfBinom ij.2) := by
    rw [Finset.Nat.sum_antidiagonal_succ, halfConv, mul_sum, ← sum_sub_distrib]
    simp only [Nat.cast_zero, zero_mul, zero_add]
    refine sum_congr rfl fun ij _ => ?_
    push_cast
    linear_combination halfBinom ij.2 * halfBinom_succ ij.1
  push_cast at h1
  linarith

private lemma halfConv_zero : halfConv 0 = 1 := by simp [halfConv, halfBinom_zero]

private lemma halfConv_one : halfConv 1 = 1 := by
  have h := halfConv_succ 0
  rw [halfConv_zero] at h
  norm_num at h
  exact h

private lemma halfConv_add_two (k : ℕ) : halfConv (k + 2) = 0 := by
  induction k with
  | zero =>
    have h := halfConv_succ 1
    norm_num at h
    exact h
  | succ k ih =>
    have h := halfConv_succ (k + 2)
    rw [ih, mul_zero] at h
    exact (mul_eq_zero.mp h).resolve_left (by positivity)

/-- The binomial series sums to `sqrt (1 + x)` on the closed interval `|x| ≤ 1`. -/
theorem hasSum_sqrt {x : ℝ} (hx : |x| ≤ 1) :
    HasSum (fun k => halfBinom k * x ^ k) (Real.sqrt (1 + x)) := by
  have hle : ∀ n, ∑ k ∈ range n, |halfBinom (k + 1)| ≤ 1 := fun n => by
    have : 0 ≤ 2 * ((n : ℝ) + 1) * |halfBinom (n + 1)| := by positivity
    rw [sum_abs_halfBinom]; linarith
  have hs : Summable fun k => |halfBinom (k + 1)| :=
    summable_of_sum_range_le (fun _ => abs_nonneg _) hle
  have hb : ∀ k, ‖halfBinom k * x ^ k‖ ≤ |halfBinom k| := fun k => by
    rw [norm_mul, norm_pow, Real.norm_eq_abs, Real.norm_eq_abs]
    exact mul_le_of_le_one_right (abs_nonneg _) (pow_le_one₀ (abs_nonneg _) hx)
  have hn : Summable fun k => ‖halfBinom k * x ^ k‖ :=
    Summable.of_nonneg_of_le (fun _ => norm_nonneg _) hb
      ((summable_nat_add_iff (f := fun k => |halfBinom k|) 1).1 hs)
  -- the square of the series is `1 + x`
  have hsq : (∑' k, halfBinom k * x ^ k) * (∑' k, halfBinom k * x ^ k) = 1 + x := by
    have term : ∀ n, ∑ ij ∈ antidiagonal n,
        halfBinom ij.1 * x ^ ij.1 * (halfBinom ij.2 * x ^ ij.2) = halfConv n * x ^ n := by
      intro n
      rw [halfConv, sum_mul]
      refine sum_congr rfl fun ij h => ?_
      rw [← mem_antidiagonal.mp h, pow_add]
      ring
    rw [tsum_mul_tsum_eq_tsum_sum_antidiagonal_of_summable_norm hn hn, tsum_congr term,
      tsum_eq_sum (s := range 2) ?_]
    · simp [sum_range_succ, halfConv_zero, halfConv_one]
    · intro n h
      obtain ⟨k, rfl⟩ : ∃ k, n = k + 2 := ⟨n - 2, by rw [mem_range] at h; omega⟩
      rw [halfConv_add_two, zero_mul]
  -- the tail is at most one in size, which selects the nonnegative root
  have hpos : 0 ≤ ∑' k, halfBinom k * x ^ k := by
    have h1 := tsum_of_norm_bounded hs.hasSum (fun k => hb (k + 1))
    have h2 := Real.tsum_le_of_sum_range_le (fun k => abs_nonneg (halfBinom (k + 1))) hle
    rw [hn.of_norm.tsum_eq_zero_add, halfBinom_zero, pow_zero]
    rw [Real.norm_eq_abs] at h1
    linarith [(abs_le.mp (h1.trans h2)).1]
  rw [← hsq, Real.sqrt_mul_self hpos]
  exact hn.of_norm.hasSum

/-- For momentum of absolute value at most the mass, the inverse-mass series sums to the free
energy. -/
theorem hasSum_freeEnergy {m p : ℝ} (hm : 0 < m) (hp : |p| ≤ m) :
    HasSum (inverseMassTerm m p) (freeEnergy m p) := by
  have hx : |(p / m) ^ 2| ≤ 1 := by
    rw [abs_of_nonneg (sq_nonneg _), div_pow, div_le_one (by positivity)]
    exact sq_le_sq.2 (by rwa [abs_of_pos hm])
  have e : p ^ 2 + m ^ 2 = m ^ 2 * (1 + (p / m) ^ 2) := by
    field_simp
    ring
  have h := (hasSum_sqrt hx).mul_left m
  rw [freeEnergy, e, Real.sqrt_mul (sq_nonneg m), Real.sqrt_sq hm.le]
  have hf : inverseMassTerm m p = fun k => m * (halfBinom k * ((p / m) ^ 2) ^ k) := by
    funext k
    rw [inverseMassTerm, pow_mul]
  rw [hf]
  exact h

/-- For momentum of absolute value above the mass, the terms `binom(1/2, k) (p/m)^(2k)` grow without
bound in absolute value. -/
theorem terms_tendsto_atTop {m p : ℝ} (hm : 0 < m) (hp : m < |p|) :
    Tendsto (fun k => |halfBinom k * (p / m) ^ (2 * k)|) atTop atTop := by
  have hx : 1 < (p / m) ^ 2 := by
    rw [div_pow, one_lt_div (by positivity)]
    exact sq_lt_sq.2 (by rwa [abs_of_pos hm])
  simp only [pow_mul]
  generalize (p / m) ^ 2 = x at hx ⊢
  have hx0 : 0 < x := by linarith
  -- exponential growth beats the inverse-square lower bound on the coefficients
  have lim := tendsto_pow_const_div_const_pow_of_one_lt 2 hx
  rw [tendsto_atTop]
  intro B
  have hB : (0 : ℝ) < 1 / (2 * (|B| + 1)) := by positivity
  filter_upwards [lim.eventually (gt_mem_nhds hB), eventually_ge_atTop 1] with k hk hk1
  obtain ⟨j, rfl⟩ : ∃ j, k = j + 1 := ⟨k - 1, by omega⟩
  rw [div_lt_div_iff₀ (pow_pos hx0 _) (by positivity)] at hk
  push_cast at hk
  rw [abs_mul, abs_of_pos (pow_pos hx0 (j + 1))]
  have h1 := mul_le_mul_of_nonneg_left hk.le (abs_nonneg (halfBinom (j + 1)))
  have h2 := mul_le_mul_of_nonneg_right (halfBinom_lower_bound j)
    (by positivity : 0 ≤ |B| + 1)
  nlinarith [le_abs_self B]

/-- The partial sums of the inverse-mass series have a finite limit exactly when the absolute value
of the momentum does not exceed the mass. -/
theorem inverseMass_converges_iff {m p : ℝ} (hm : 0 < m) :
    (∃ L, Tendsto (fun n => ∑ k ∈ range n, inverseMassTerm m p k) atTop (𝓝 L)) ↔ |p| ≤ m := by
  constructor
  · rintro ⟨L, hL⟩
    by_contra hp
    -- convergence would force the individual terms to a finite limit
    have h := ((hL.comp (tendsto_add_atTop_nat 1)).sub hL).abs
    have hinf := (terms_tendsto_atTop hm (not_le.mp hp)).const_mul_atTop hm
    refine not_tendsto_nhds_of_tendsto_atTop hinf _ (h.congr fun n => ?_)
    simp only [Function.comp_apply, sum_range_succ, add_sub_cancel_left]
    rw [inverseMassTerm, abs_mul, abs_of_pos hm]
  · exact fun hp => ⟨_, (hasSum_freeEnergy hm hp).tendsto_sum_nat⟩

end

end InverseMassExpansion
```

```lean
#print axioms InverseMassExpansion.hasSum_freeEnergy
#print axioms InverseMassExpansion.inverseMass_converges_iff
```

```
'InverseMassExpansion.hasSum_freeEnergy' depends on axioms: [propext, Classical.choice, Quot.sound]
'InverseMassExpansion.inverseMass_converges_iff' depends on axioms: [propext, Classical.choice, Quot.sound]
```

## What the theorems say about the energy

`halfBinom k` is $b_k$, `freeEnergy m p` is $\sqrt{p^2+m^2}$, and `inverseMassTerm m p k` is the $k$-th term with its prefactor $m$. Order zero is therefore the rest energy $m$, and order one is $p^2/(2m)$. Mass and momentum are real numbers; `hm : 0 < m` excludes the massless case, and $p$ may have either sign.

- `terms_tendsto_atTop` says that for $m<|p|$ the absolute values of the terms, without the prefactor, tend to infinity. This is stronger than unboundedness.
- `hasSum_freeEnergy` identifies the sum for $|p|\le m$. `HasSum` means convergence independent of the order of summation.
- `inverseMass_converges_iff` concerns the ordinary partial sums: some finite limit `L` exists exactly when $|p|\le m$.

The energy formula is taken as a definition; the file contains no Dirac matrices, no unitary transformation and no external potential. For a free particle at fixed momentum above $mc$, the result means that carrying the inverse-mass expansion to ever higher order does not converge to the relativistic energy.

## How the Lean proof follows the calculation

`halfBinom_succ` is the coefficient recursion, and `abs_succ` is its version for absolute values. Induction on these gives `sum_abs_halfBinom` and `halfBinom_lower_bound`, where `nlinarith` supplies the quadratic comparison.

`weighted` is the exchange of $i$ and $j$. `halfConv_succ` shifts the index and applies the recursion term by term through `linear_combination`; `halfConv_add_two` then makes every coefficient from order two on vanish. `hasSum_sqrt` multiplies the absolutely convergent series as a Cauchy product, obtains $1+x$, and uses the bound on the tail to select the root. `hasSum_freeEnergy` substitutes $x=(p/m)^2$ and scales by $m$.

For growth, `terms_tendsto_atTop` uses Mathlib's limit $k^2/x^k\to0$ for $x>1$: given a bound $B$, eventually $k^2/x^k<1/(2(|B|+1))$, and the lower bound on $|b_k|$ pushes the term above $B$. In the final theorem, subtracting consecutive partial sums gives a finite limit for the absolute terms, which `not_tendsto_nhds_of_tendsto_atTop` refutes. The converse direction follows from `hasSum_freeEnergy`.
